# With fixed sample counts, the BAR estimate moves no further than the largest change in its energy differences

When two states overlap poorly, the function whose zero defines the Bennett acceptance ratio (BAR) estimate can be nearly flat around that zero. Without a bound on how the root responds to the data, one could not exclude that a small error in the stored energies, from reduced precision for example, is magnified into a large error in the free-energy difference. For fixed sample counts, at least one from each state, this does not happen: if the energy difference between the two states changes by at most ε for every sample, the root changes by at most ε. The root also never decreases when no energy difference decreases.

```lean
import Mathlib

open Finset

namespace BennettRootStability

noncomputable section
```

## The BAR equation as a balance of two Fermi sums

Each sample is weighted by the Fermi function

f(t) = 1 / (1 + exp t).

```lean
/-- The Fermi function `1 / (1 + exp t)` that weights each sample in the BAR equation. -/
def fermi (t : ℝ) : ℝ := 1 / (1 + Real.exp t)
```

Let u₀ and u₁ be the reduced potential energies of the two states, that is, energies divided by kT. The data are values of u₁ − u₀: xᵢ for i = 0, …, n0 − 1, sampled in state 0, and yⱼ for j = 0, …, n1 − 1, sampled in state 1. Both sets carry the same sign convention; values stored as u₀ − u₁ for state 1 must change sign before they enter the formula below. With the sample-count offset M = ln(n0/n1), the residual at a trial free-energy difference d is

r(x, y; d) = ∑ᵢ f(M + xᵢ − d) − ∑ⱼ f(−(M + yⱼ − d)).

In Lean the data sets are functions `x : Fin n0 → ℝ` and `y : Fin n1 → ℝ`. They are arbitrary real numbers, with no assumption about how they were sampled.

```lean
/-- The BAR residual at trial free-energy difference `d`: the Fermi sum over state-0 samples minus
the Fermi sum over state-1 samples. Both `x` and `y` hold values of the reduced energy
difference `u₁ - u₀`. -/
def barResidual {n0 n1 : ℕ} (x : Fin n0 → ℝ) (y : Fin n1 → ℝ) (d : ℝ) : ℝ :=
  (∑ i, fermi (Real.log ((n0 : ℝ) / n1) + x i - d)) -
    (∑ j, fermi (-(Real.log ((n0 : ℝ) / n1) + y j - d)))
```

The BAR estimate of −ln(Z₁/Z₀), where Z₀ and Z₁ are the configuration integrals, is a value of d at which the two sums balance, r(x, y; d) = 0.

```lean
/-- `d` solves the BAR equation for the data sets `x` and `y`. -/
def IsBARRoot {n0 n1 : ℕ} (x : Fin n0 → ℝ) (y : Fin n1 → ℝ) (d : ℝ) : Prop :=
  barResidual x y d = 0
```

## Higher data and a lower trial value both lower the residual

If a < b, then 1 + exp a < 1 + exp b. Both sides are positive, so taking reciprocals reverses the inequality and f(b) < f(a).

```lean
/-- The Fermi function is strictly decreasing. -/
theorem fermi_strictAnti : StrictAnti fermi := by
  intro a b h
  unfold fermi
  have h' := Real.exp_lt_exp.mpr h
  exact one_div_lt_one_div_of_lt (by positivity) (by linarith)
```

The denominator 1 + exp t is continuous and never zero, so f is continuous. This is needed only for the existence of a root.

```lean
/-- The Fermi function is continuous. -/
@[fun_prop]
theorem fermi_continuous : Continuous fermi := by
  unfold fermi
  exact Continuous.div continuous_const (by fun_prop) (fun t => by positivity)
```

Now let xᵢ ≤ x′ᵢ and yⱼ ≤ y′ⱼ for all i and j, and let d′ < d. Then

M + xᵢ − d < M + x′ᵢ − d′,

so every term of the state-0 sum strictly decreases. In the state-1 sum the argument has the opposite sign, so every term increases, and this sum is subtracted. Hence

r(x′, y′; d′) < r(x, y; d).

The inequalities `hA` and `hB` are these two halves. The strict one needs a nonempty state-0 sum, which is the hypothesis `h0`.

```lean
/-- Lowering the trial free-energy difference while no energy difference decreases
strictly lowers the BAR residual. -/
theorem barResidual_lt {n0 n1 : ℕ} (h0 : 0 < n0) {x x' : Fin n0 → ℝ} {y y' : Fin n1 → ℝ}
    {d d' : ℝ} (hx : ∀ i, x i ≤ x' i) (hy : ∀ j, y j ≤ y' j) (hd : d' < d) :
    barResidual x' y' d' < barResidual x y d := by
  have : Nonempty (Fin n0) := ⟨⟨0, h0⟩⟩
  -- the state-0 sum strictly decreases
  have hA : (∑ i, fermi (Real.log ((n0 : ℝ) / n1) + x' i - d')) <
      ∑ i, fermi (Real.log ((n0 : ℝ) / n1) + x i - d) :=
    Finset.sum_lt_sum_of_nonempty Finset.univ_nonempty
      (fun i _ => fermi_strictAnti (by linarith [hx i]))
  -- the state-1 sum, which is subtracted, does not decrease
  have hB : (∑ j, fermi (-(Real.log ((n0 : ℝ) / n1) + y j - d))) ≤
      ∑ j, fermi (-(Real.log ((n0 : ℝ) / n1) + y' j - d')) :=
    Finset.sum_le_sum (fun j _ => fermi_strictAnti.antitone (by linarith [hy j]))
  unfold barResidual
  linarith
```

## Raising the data cannot lower the root

Let d be a root for (x, y) and d′ a root for (x′, y′), where no entry of the second data set is below its partner in the first. If d′ < d, the previous inequality would give 0 < 0. Therefore d ≤ d′.

The theorem assumes only n0 ≥ 1. For n1 = 0 the residual is a sum of positive terms and has no zero, so the assumption of a root already excludes that case.

```lean
/-- If no energy difference decreases, the BAR root does not decrease. -/
theorem bar_root_mono {n0 n1 : ℕ} (h0 : 0 < n0) {x x' : Fin n0 → ℝ} {y y' : Fin n1 → ℝ}
    {d d' : ℝ} (hd : IsBARRoot x y d) (hd' : IsBARRoot x' y' d')
    (hx : ∀ i, x i ≤ x' i) (hy : ∀ j, y j ≤ y' j) : d ≤ d' := by
  by_contra h
  have hlt := barResidual_lt h0 hx hy (not_le.mp h)
  unfold IsBARRoot at hd hd'
  linarith
```

## A common shift passes straight through to the root

The residual depends on the data and d only through differences:

M + (z + c) − (d + c) = M + z − d.

Adding c to every entry therefore turns a root d into a root d + c. This is what happens when a constant is added to u₁.

```lean
/-- Adding the same constant to every energy difference adds that constant to the BAR root. -/
theorem bar_root_shift {n0 n1 : ℕ} {x : Fin n0 → ℝ} {y : Fin n1 → ℝ} {d : ℝ}
    (hd : IsBARRoot x y d) (c : ℝ) :
    IsBARRoot (fun i => x i + c) (fun j => y j + c) (d + c) := by
  have h : ∀ z : ℝ, Real.log ((n0 : ℝ) / n1) + (z + c) - (d + c) =
      Real.log ((n0 : ℝ) / n1) + z - d := fun z => by ring
  unfold IsBARRoot barResidual at *
  simp only [h]
  exact hd
```

## The stability bound

Suppose |x′ᵢ − xᵢ| ≤ ε and |y′ⱼ − yⱼ| ≤ ε for all i and j. Then x′ᵢ ≤ xᵢ + ε and y′ⱼ ≤ yⱼ + ε. The shifted data x + ε, y + ε have the root d + ε, so monotonicity gives d′ ≤ d + ε. Exchanging the two data sets gives d ≤ d′ + ε. Together,

|d′ − d| ≤ ε.

These are the steps `up` and `down` in the proof. A common shift by ε ≥ 0 moves the root by exactly ε, so the bound is attained.

For free-energy simulations this means that an error of at most ε in each stored reduced energy difference changes the exact BAR root by at most ε, provided that the samples and their numbers stay the same. The bound does not address sampling error, the effect of resampling with a changed potential, or the tolerance at which a numerical solver stops.

```lean
/-- If every energy difference changes by at most `ε`, the BAR root changes by at most `ε`. -/
theorem bar_root_stable {n0 n1 : ℕ} (h0 : 0 < n0) {x x' : Fin n0 → ℝ} {y y' : Fin n1 → ℝ}
    {d d' ε : ℝ} (hd : IsBARRoot x y d) (hd' : IsBARRoot x' y' d')
    (hx : ∀ i, |x' i - x i| ≤ ε) (hy : ∀ j, |y' j - y j| ≤ ε) : |d' - d| ≤ ε := by
  -- compare each data set with the other one shifted upwards by ε
  have up : d' ≤ d + ε := bar_root_mono h0 hd' (bar_root_shift hd ε)
    (fun i => by linarith [(abs_le.mp (hx i)).2])
    (fun j => by linarith [(abs_le.mp (hy j)).2])
  have down : d ≤ d' + ε := bar_root_mono h0 hd (bar_root_shift hd' ε)
    (fun i => by linarith [(abs_le.mp (hx i)).1])
    (fun j => by linarith [(abs_le.mp (hy j)).1])
  exact abs_le.mpr ⟨by linarith, by linarith⟩
```

## The root lies within the range of the data

Suppose all entries equal c, and take d = c. Since exp M = n0/n1, the two sums are

n0 f(M) = n0 / (1 + n0/n1) = n0 n1 / (n0 + n1),

n1 f(−M) = n1 / (1 + n1/n0) = n0 n1 / (n0 + n1).

They are equal, so c is a root for any two positive sample counts. The Lean proof cross-multiplies the two fractions and simplifies both sides to n0 + n1.

```lean
/-- If all sampled energy differences equal `c`, then `c` is a BAR root, whatever the
two positive sample counts. -/
theorem bar_root_const {n0 n1 : ℕ} (h0 : 0 < n0) (h1 : 0 < n1) (c : ℝ) :
    IsBARRoot (fun _ : Fin n0 => c) (fun _ : Fin n1 => c) c := by
  have a0 : (0 : ℝ) < n0 := by exact_mod_cast h0
  have a1 : (0 : ℝ) < n1 := by exact_mod_cast h1
  have hp : (0 : ℝ) < (n0 : ℝ) / n1 := div_pos a0 a1
  have e0 : (n0 : ℝ) * ((n1 : ℝ) / n0) = n1 := by field_simp
  have e1 : (n1 : ℝ) * ((n0 : ℝ) / n1) = n0 := by field_simp
  unfold IsBARRoot barResidual fermi
  simp only [add_sub_cancel_right, Real.exp_neg, Real.exp_log hp, Finset.sum_const,
    Finset.card_univ, Fintype.card_fin, nsmul_eq_mul]
  rw [sub_eq_zero, mul_one_div, mul_one_div, div_eq_div_iff (by positivity) (by positivity),
    inv_div]
  linear_combination e0 - e1
```

If all data lie in [a, b], compare them with the constant data sets a and b, whose roots are a and b. Monotonicity gives a ≤ d ≤ b.

```lean
/-- The BAR root lies in every interval that contains all sampled energy differences. -/
theorem bar_root_mem_Icc {n0 n1 : ℕ} (h0 : 0 < n0) (h1 : 0 < n1) {x : Fin n0 → ℝ}
    {y : Fin n1 → ℝ} {a b d : ℝ} (hd : IsBARRoot x y d)
    (hx : ∀ i, x i ∈ Set.Icc a b) (hy : ∀ j, y j ∈ Set.Icc a b) : d ∈ Set.Icc a b :=
  ⟨bar_root_mono h0 (bar_root_const h0 h1 a) hd (fun i => (hx i).1) (fun j => (hy j).1),
    bar_root_mono h0 hd (bar_root_const h0 h1 b) (fun i => (hx i).2) (fun j => (hy j).2)⟩
```

## Exactly one root exists

Choose R ≥ 0 with |xᵢ| ≤ R and |yⱼ| ≤ R for all i and j; the sum of all absolute values will do. The constant data set −R has residual zero at −R. Raising its entries to the actual data and lowering the trial value to −R − 1 strictly lowers the residual, so

r(x, y; −R − 1) < 0.

Comparison with the constant data set R gives, in the same way,

r(x, y; R + 1) > 0.

These are `lo` and `hi`. The residual is continuous in d, so the intermediate value theorem supplies a root between the two points. If d and e are both roots for the same data, monotonicity applied in each direction gives e ≤ d and d ≤ e, hence e = d.

```lean
/-- With at least one sample from each state, the BAR equation has exactly one root. -/
theorem bar_root_existsUnique {n0 n1 : ℕ} (h0 : 0 < n0) (h1 : 0 < n1)
    (x : Fin n0 → ℝ) (y : Fin n1 → ℝ) : ∃! d, IsBARRoot x y d := by
  -- a common bound R on the size of all data
  obtain ⟨R, hR, hx, hy⟩ : ∃ R : ℝ, 0 ≤ R ∧ (∀ i, |x i| ≤ R) ∧ (∀ j, |y j| ≤ R) := by
    have sx : 0 ≤ ∑ i, |x i| := Finset.sum_nonneg (fun i _ => abs_nonneg (x i))
    have sy : 0 ≤ ∑ j, |y j| := Finset.sum_nonneg (fun j _ => abs_nonneg (y j))
    refine ⟨(∑ i, |x i|) + ∑ j, |y j|, by linarith, fun i => ?_, fun j => ?_⟩
    · have h : |x i| ≤ ∑ k, |x k| := Finset.single_le_sum (f := fun k => |x k|)
        (fun k _ => abs_nonneg (x k)) (Finset.mem_univ i)
      linarith
    · have h : |y j| ≤ ∑ k, |y k| := Finset.single_le_sum (f := fun k => |y k|)
        (fun k _ => abs_nonneg (y k)) (Finset.mem_univ j)
      linarith
  -- comparison with constant data gives a sign change of the residual
  have lo : barResidual x y (-R - 1) < 0 := by
    have h := barResidual_lt h0 (x := fun _ => -R) (x' := x) (y := fun _ => -R) (y' := y)
      (d := -R) (d' := -R - 1) (fun i => (abs_le.mp (hx i)).1)
      (fun j => (abs_le.mp (hy j)).1) (by linarith)
    have hc : barResidual (fun _ : Fin n0 => -R) (fun _ : Fin n1 => -R) (-R) = 0 :=
      bar_root_const h0 h1 (-R)
    linarith
  have hi : 0 < barResidual x y (R + 1) := by
    have h := barResidual_lt h0 (x := x) (x' := fun _ => R) (y := y) (y' := fun _ => R)
      (d := R + 1) (d' := R) (fun i => (abs_le.mp (hx i)).2)
      (fun j => (abs_le.mp (hy j)).2) (by linarith)
    have hc : barResidual (fun _ : Fin n0 => R) (fun _ : Fin n1 => R) R = 0 :=
      bar_root_const h0 h1 R
    linarith
  have cont : Continuous (fun d => barResidual x y d) := by
    unfold barResidual
    fun_prop
  have hab : -R - 1 ≤ R + 1 := by linarith
  obtain ⟨d, _, hd⟩ := intermediate_value_Icc hab cont.continuousOn ⟨lo.le, hi.le⟩
  -- monotonicity in both directions gives uniqueness
  refine ⟨d, hd, fun e he => le_antisymm ?_ ?_⟩
  · exact bar_root_mono h0 he hd (fun _ => le_rfl) (fun _ => le_rfl)
  · exact bar_root_mono h0 hd he (fun _ => le_rfl) (fun _ => le_rfl)

end

end BennettRootStability
```

```lean
#print axioms BennettRootStability.bar_root_stable
#print axioms BennettRootStability.bar_root_const
#print axioms BennettRootStability.bar_root_mem_Icc
#print axioms BennettRootStability.bar_root_existsUnique
```

```
'BennettRootStability.bar_root_stable' depends on axioms: [propext, Classical.choice, Quot.sound]
'BennettRootStability.bar_root_const' depends on axioms: [propext, Classical.choice, Quot.sound]
'BennettRootStability.bar_root_mem_Icc' depends on axioms: [propext, Classical.choice, Quot.sound]
'BennettRootStability.bar_root_existsUnique' depends on axioms: [propext, Classical.choice, Quot.sound]
```
